# Squared norm of a superposition of a state vector and a phased reference vector of equal length

In a real or complex inner product space of any dimension, with the inner product conjugate-linear in its first argument, let `e` be a unit vector, `t` a scalar phase of modulus one, and `x` any vector, not necessarily normalised. The lemma says that adding to `x` the reference vector `e`, scaled to the length of `x` and given the phase `t`, yields a vector of squared norm 2‖x‖(‖x‖ + Re(t̄⟨e, x⟩)). For nonzero `x`, dividing by ‖x‖² gives 2(1 + Re(t̄⟨e, x̂⟩)), with x̂ the normalised `x`, so the phase enters only through the interference term. The proof expands the squared norm of the sum, using `h1` for the length of the added vector and `h2` for the real part of the cross term.

An attempt in Lean 4 with a fault in it:

```lean
import Mathlib

open scoped ComplexConjugate

namespace HouseholderSignChoice

noncomputable section

variable {𝕜 E : Type*} [RCLike 𝕜] [NormedAddCommGroup E] [InnerProductSpace 𝕜 E]

/-- The squared length of `x + t ‖x‖ e` for a unit vector `e` and any phase `t` of modulus
one. -/
theorem norm_sq_add_phase {e : E} (he : ‖e‖ = 1) {t : 𝕜} (ht : ‖t‖ = 1) (x : E) :
    ‖x + (t * (‖x‖ : 𝕜)) • e‖ ^ 2
      = 2 * ‖x‖ * (‖x‖ + RCLike.re (conj t * inner 𝕜 e x)) := by
  have h1 : ‖(t * (‖x‖ : 𝕜)) • e‖ = ‖x‖ := by
    rw [norm_smul, norm_mul, ht, he, RCLike.norm_ofReal, abs_norm, one_mul, mul_one]
  -- the cross term carries the relative phase of `t` and the overlap
  have h2 : RCLike.re (inner 𝕜 ((t * (‖x‖ : 𝕜)) • e) x)
      = ‖x‖ * RCLike.re (conj t * inner 𝕜 e x) := by
    rw [inner_smul_left, map_mul, RCLike.conj_ofReal, ← RCLike.re_ofReal_mul]
    congr 1
    ring
  rw [add_comm x, norm_add_sq (𝕜 := 𝕜), h1, h2]
  ring

end

end HouseholderSignChoice
```

The error:

```
Main.lean:21:25: error(lean.synthInstanceFailed): failed to synthesize instance of type class
  MulHomClass (𝕜 →+ ℝ) 𝕜 ℝ

Hint: Type class instance resolution failures can be inspected with the `set_option trace.Meta.synthInstance true` command.
Main.lean:21:34: error: Tactic `rewrite` failed: Did not find an occurrence of the pattern
  (starRingEnd ?m.183) ↑?r
in the target expression
  RCLike.re ((starRingEnd 𝕜) (t * ↑‖x‖)) * RCLike.re (inner 𝕜 e x) = ‖x‖ * RCLike.re ((starRingEnd 𝕜) t * inner 𝕜 e x)

𝕜 : Type u_1
E : Type u_2
inst✝² : RCLike 𝕜
inst✝¹ : NormedAddCommGroup E
inst✝ : InnerProductSpace 𝕜 E
e : E
he : ‖e‖ = 1
t : 𝕜
ht : ‖t‖ = 1
x : E
h1 : ‖(t * ↑‖x‖) • e‖ = ‖x‖
⊢ RCLike.re ((starRingEnd 𝕜) (t * ↑‖x‖)) * RCLike.re (inner 𝕜 e x) = ‖x‖ * RCLike.re ((starRingEnd 𝕜) t * inner 𝕜 e x)
```

Cause. Both errors come from the bare `map_mul` in `h2`. After `inner_smul_left`, the left side is the real part of a product, and one factor of that product is itself the conjugate of a product. With no map named, `map_mul` matched the outer map, `RCLike.re`, and split it into a product of real parts. That step needs `RCLike.re` to be multiplicative, which it is not in general, hence the missing `MulHomClass` instance. The second error follows: the conjugate still stands on the whole of `t * ↑‖x‖`, so `RCLike.conj_ofReal`, which needs a conjugate applied directly to a real number, finds nothing to rewrite.

Writing `map_mul (starRingEnd 𝕜)` names conjugation as the map to split, and this cures both errors. `RCLike.conj_ofReal` can then remove the conjugate from the norm.

The rest of the diff changes how `h2` is finished. `h3` moves the real factor to the front, and `RCLike.re_ofReal_mul` takes it out of the real part. This replaces the reverse rewrite, `congr 1` and `ring`. The failing proof of `h2` stopped at `RCLike.conj_ofReal`, before reaching those steps, so the messages do not show any fault in them, nor that they would have worked.

Lean accepts the file once it reads:

```diff
@@ -19,7 +19,8 @@
   have h2 : RCLike.re (inner 𝕜 ((t * (‖x‖ : 𝕜)) • e) x)
       = ‖x‖ * RCLike.re (conj t * inner 𝕜 e x) := by
-    rw [inner_smul_left, map_mul, RCLike.conj_ofReal, ← RCLike.re_ofReal_mul]
-    congr 1
-    ring
+    have h3 : conj t * (‖x‖ : 𝕜) * inner 𝕜 e x
+        = (‖x‖ : 𝕜) * (conj t * inner 𝕜 e x) := by ring
+    rw [inner_smul_left, map_mul (starRingEnd 𝕜), RCLike.conj_ofReal, h3,
+      RCLike.re_ofReal_mul]
   rw [add_comm x, norm_add_sq (𝕜 := 𝕜), h1, h2]
   ring
```
